# Equivalence of the plane-wave and angular-momentum KKR secular equations for an invertible scattering matrix, away from free-electron energies

## One plane wave and one channel

Take a single plane wave of kinetic energy \(q\), coupled with amplitude \(y\) to a single scattering channel of strength \(t\neq 0\). At an energy \(E\neq q\),

\[
(q-E)-\bar y\,t\,y=(q-E)\,t\left(\frac1t-\frac{|y|^2}{q-E}\right).
\]

The left side is the secular function for the plane-wave amplitude, and the bracket is the one for the channel amplitude. The prefactors are nonzero, so the two vanish together. If \(y=0\), the left side has the root \(E=q\), while the bracket is \(1/t\) and has no root. Free-electron energies therefore need separate treatment.

## Many waves and many channels

At a fixed Bloch vector, let \(g\) label finitely many plane waves with kinetic energies \(q_g\), and let \(L\) label finitely many angular-momentum channels. The matrix \(Y\) has entries \(Y_{Lg}\), the amplitude of wave \(g\) in channel \(L\). The matrix \(T\) describes on-site scattering, and \(D\) is diagonal with entries \(q_g-E\). The two secular matrices are

\[
P=D-Y^\dagger TY,\qquad A=T^{-1}-YD^{-1}Y^\dagger .
\]

With this sign of \(D\), a positive \(T\) lowers the energy. The product \(YD^{-1}Y^\dagger\) plays the part of the structure constants. The conventional KKR equation removes the same-site free propagation from them; here the sum is kept whole, and \(T\) has to be defined to match.

For independent electrons and these finite sets of waves and channels, the result lets a band energy that differs from every free-electron energy be sought in either representation, provided \(T\) is invertible.

## What the theorems state

For any invertible \(D\) and \(T\), `det_planeWaveKKR` states

\[
\det P=\det D\,\det T\,\det A .
\]

In Lean, `n` indexes the plane waves and `m` the channels, `Yᴴ` is \(Y^\dagger\), written `Y*` in the comments, and `*ᵥ` applies a matrix to a vector. The functions `planeWaveKKR` and `angularKKR` are \(P\) and \(A\). Invertibility enters as `hD` and `hT`, which say that the determinants are nonzero.

`secular_iff` specialises \(D\) to `freeElectron q E`, with real \(q_g\) and complex \(E\). Its hypothesis `hE` says that \(E\) differs from every \(q_g\), and its conclusion is that \(\det P=0\) exactly when \(\det A=0\). `degeneracy_eq` adds that the kernels of \(P\) and \(A\) have equal dimension, so both forms give a band energy the same degeneracy.

Everything is stated at one energy, so \(T\) and \(Y\) may depend on \(E\). The invertibility of \(T\) is assumed; physically, no combination of channels goes unscattered. The secular equations are taken as given and are not derived from the Schrödinger equation, and convergence in the number of waves or channels is not addressed.

## Determinants and amplitudes by hand

Set \(U=D^{-1}Y^\dagger\) and \(W=TY\). Then

\[
P=D(1-UW),\qquad TA=1-WU .
\]

Two factorisations of one block matrix connect them:

\[
\begin{pmatrix}1&U\\W&1\end{pmatrix}
=\begin{pmatrix}1&0\\W&1\end{pmatrix}\begin{pmatrix}1&U\\0&1-WU\end{pmatrix}
=\begin{pmatrix}1&U\\0&1\end{pmatrix}\begin{pmatrix}1-UW&0\\W&1\end{pmatrix}.
\]

Taking determinants gives \(\det(1-WU)=\det(1-UW)\). Hence

\[
\det P=\det D\,\det(1-WU)=\det D\,\det(TA)=\det D\,\det T\,\det A .
\]

For the free-electron \(D\), \(\det D=\prod_g(q_g-E)\) is nonzero away from the \(q_g\), which gives the secular equivalence.

The solutions correspond as well. If \(Pc=0\), put \(a=TYc\). Then \(Dc=Y^\dagger a\), so \(c=D^{-1}Y^\dagger a\), and \(T^{-1}a=Yc=YD^{-1}Y^\dagger a\), which is \(Aa=0\). Conversely, if \(Aa=0\), put \(c=D^{-1}Y^\dagger a\). Then \(T^{-1}a=Yc\), so \(a=TYc\), and \(Dc=Y^\dagger a=Y^\dagger TYc\), which is \(Pc=0\). These linear maps are mutually inverse on solutions, so the solution spaces have equal dimension.

Since \(D\) is diagonal, away from its zeros

\[
(YD^{-1}Y^\dagger)_{LL'}=\sum_g\frac{Y_{Lg}\,\overline{Y_{L'g}}}{q_g-E}.
\]

Finally, let \(E=q_g\) for a wave with \(Y_{Lg}=0\) for all \(L\). Column \(g\) of \(Y^\dagger TY\) is zero because \((Y^\dagger TY)_{ig}=\sum_L(Y^\dagger T)_{iL}Y_{Lg}\). Column \(g\) of \(D\) is zero too, since its only possible nonzero entry is \(q_g-E=0\). So \(\det P=0\) whatever \(T\) is: the wave passes through unscattered.

## Root searches in a band calculation

A code that scans \(\det A\) over real energies can meet poles at free-electron energies of coupled waves, where the determinant can change sign without a root. Multiplying by \(\det D\) removes these poles, because \(\det D\,\det A=\det P/\det T\). Once a root and a null vector \(a\) of \(A\) are found, the plane-wave coefficients follow by forming \(Y^\dagger a\) and dividing component \(g\) by \(q_g-E\).

## The Lean file

```lean
import Mathlib

open Matrix

namespace KKRSecularEquation

noncomputable section

variable {n m : Type*} [Fintype n] [DecidableEq n] [Fintype m] [DecidableEq m]

/-- The free-electron matrix: diagonal, with entry `q g - E` for a plane wave `g` of kinetic energy
`q g` at the energy `E`. -/
def freeElectron (q : n → ℝ) (E : ℂ) : Matrix n n ℂ :=
  Matrix.diagonal fun g => (q g : ℂ) - E

/-- The secular matrix in the plane-wave representation, `D - Y* T Y`. -/
def planeWaveKKR (D : Matrix n n ℂ) (T : Matrix m m ℂ) (Y : Matrix m n ℂ) : Matrix n n ℂ :=
  D - Yᴴ * T * Y

/-- The secular matrix in the angular-momentum representation, `T⁻¹ - Y D⁻¹ Y*`. -/
def angularKKR (D : Matrix n n ℂ) (T : Matrix m m ℂ) (Y : Matrix m n ℂ) : Matrix m m ℂ :=
  T⁻¹ - Y * D⁻¹ * Yᴴ

/-- For invertible `D` and `T`, the plane-wave secular determinant is the angular-momentum one times
`det D` and `det T`. -/
theorem det_planeWaveKKR (D : Matrix n n ℂ) (T : Matrix m m ℂ) (Y : Matrix m n ℂ)
    (hD : D.det ≠ 0) (hT : T.det ≠ 0) :
    (planeWaveKKR D T Y).det = D.det * T.det * (angularKKR D T Y).det := by
  have hD1 : D * D⁻¹ = 1 := Matrix.mul_nonsing_inv _ (isUnit_iff_ne_zero.mpr hD)
  have hT1 : T * T⁻¹ = 1 := Matrix.mul_nonsing_inv _ (isUnit_iff_ne_zero.mpr hT)
  -- factor out free propagation
  have h1 : planeWaveKKR D T Y = D * (1 - (D⁻¹ * Yᴴ) * (T * Y)) := by
    have h : D * ((D⁻¹ * Yᴴ) * (T * Y)) = Yᴴ * T * Y := by
      calc D * ((D⁻¹ * Yᴴ) * (T * Y)) = (D * D⁻¹) * (Yᴴ * T * Y) := by
            simp only [Matrix.mul_assoc]
        _ = Yᴴ * T * Y := by rw [hD1, Matrix.one_mul]
    rw [Matrix.mul_sub, Matrix.mul_one, h, planeWaveKKR]
  -- factor out on-site scattering
  have h2 : T * angularKKR D T Y = 1 - (T * Y) * (D⁻¹ * Yᴴ) := by
    rw [angularKKR, Matrix.mul_sub, hT1]
    simp only [Matrix.mul_assoc]
  -- exchange the order of the two rectangular factors
  rw [h1, Matrix.det_mul, Matrix.det_one_sub_mul_comm, ← h2, Matrix.det_mul]
  ring

/-- For invertible `D` and `T`, a plane-wave solution `c` gives the angular-momentum solution `T Y
c`, from which `c` is recovered by applying `D⁻¹ Y*`. -/
theorem angular_of_planeWave (D : Matrix n n ℂ) (T : Matrix m m ℂ) (Y : Matrix m n ℂ)
    (hD : D.det ≠ 0) (hT : T.det ≠ 0) (c : n → ℂ) (hc : planeWaveKKR D T Y *ᵥ c = 0) :
    angularKKR D T Y *ᵥ ((T * Y) *ᵥ c) = 0 ∧ (D⁻¹ * Yᴴ) *ᵥ ((T * Y) *ᵥ c) = c := by
  have hD1 : D⁻¹ * D = 1 := Matrix.nonsing_inv_mul _ (isUnit_iff_ne_zero.mpr hD)
  have hT1 : T⁻¹ * (T * Y) = Y := by
    rw [← Matrix.mul_assoc, Matrix.nonsing_inv_mul _ (isUnit_iff_ne_zero.mpr hT),
      Matrix.one_mul]
  have h1 : angularKKR D T Y * (T * Y) = (Y * D⁻¹) * planeWaveKKR D T Y := by
    simp only [angularKKR, planeWaveKKR, Matrix.sub_mul, Matrix.mul_sub, Matrix.mul_assoc,
      hT1, hD1, Matrix.mul_one]
  have h2 : (D⁻¹ * Yᴴ) * (T * Y) = 1 - D⁻¹ * planeWaveKKR D T Y := by
    simp only [planeWaveKKR, Matrix.mul_sub, Matrix.mul_assoc, hD1, sub_sub_cancel]
  constructor
  · rw [Matrix.mulVec_mulVec, h1, ← Matrix.mulVec_mulVec, hc, Matrix.mulVec_zero]
  · rw [Matrix.mulVec_mulVec, h2, Matrix.sub_mulVec, Matrix.one_mulVec,
      ← Matrix.mulVec_mulVec, hc, Matrix.mulVec_zero, sub_zero]

/-- For invertible `D` and `T`, an angular-momentum solution `a` gives the plane-wave solution `D⁻¹
Y* a`, from which `a` is recovered by applying `T Y`. -/
theorem planeWave_of_angular (D : Matrix n n ℂ) (T : Matrix m m ℂ) (Y : Matrix m n ℂ)
    (hD : D.det ≠ 0) (hT : T.det ≠ 0) (a : m → ℂ) (ha : angularKKR D T Y *ᵥ a = 0) :
    planeWaveKKR D T Y *ᵥ ((D⁻¹ * Yᴴ) *ᵥ a) = 0 ∧ (T * Y) *ᵥ ((D⁻¹ * Yᴴ) *ᵥ a) = a := by
  have hT1 : T * T⁻¹ = 1 := Matrix.mul_nonsing_inv _ (isUnit_iff_ne_zero.mpr hT)
  have hD1 : D * (D⁻¹ * Yᴴ) = Yᴴ := by
    rw [← Matrix.mul_assoc, Matrix.mul_nonsing_inv _ (isUnit_iff_ne_zero.mpr hD),
      Matrix.one_mul]
  have h1 : planeWaveKKR D T Y * (D⁻¹ * Yᴴ) = (Yᴴ * T) * angularKKR D T Y := by
    simp only [angularKKR, planeWaveKKR, Matrix.sub_mul, Matrix.mul_sub, Matrix.mul_assoc,
      hT1, hD1, Matrix.mul_one]
  have h2 : (T * Y) * (D⁻¹ * Yᴴ) = 1 - T * angularKKR D T Y := by
    simp only [angularKKR, Matrix.mul_sub, Matrix.mul_assoc, hT1, sub_sub_cancel]
  constructor
  · rw [Matrix.mulVec_mulVec, h1, ← Matrix.mulVec_mulVec, ha, Matrix.mulVec_zero]
  · rw [Matrix.mulVec_mulVec, h2, Matrix.sub_mulVec, Matrix.one_mulVec,
      ← Matrix.mulVec_mulVec, ha, Matrix.mulVec_zero, sub_zero]

/-- For invertible `D` and `T`, the solution spaces of the plane-wave and angular-momentum equations
have the same dimension. -/
theorem degeneracy_eq (D : Matrix n n ℂ) (T : Matrix m m ℂ) (Y : Matrix m n ℂ)
    (hD : D.det ≠ 0) (hT : T.det ≠ 0) :
    Module.finrank ℂ (LinearMap.ker (planeWaveKKR D T Y).mulVecLin) =
      Module.finrank ℂ (LinearMap.ker (angularKKR D T Y).mulVecLin) := by
  -- the two amplitude maps are mutually inverse on solutions
  let e : LinearMap.ker (planeWaveKKR D T Y).mulVecLin ≃ₗ[ℂ]
      LinearMap.ker (angularKKR D T Y).mulVecLin :=
    { toFun := fun c => ⟨(T * Y) *ᵥ c.1, (angular_of_planeWave D T Y hD hT c.1 c.2).1⟩
      map_add' := fun c d => Subtype.ext (Matrix.mulVec_add _ c.1 d.1)
      map_smul' := fun z c => Subtype.ext (Matrix.mulVec_smul _ z c.1)
      invFun := fun a => ⟨(D⁻¹ * Yᴴ) *ᵥ a.1, (planeWave_of_angular D T Y hD hT a.1 a.2).1⟩
      left_inv := fun c => Subtype.ext (angular_of_planeWave D T Y hD hT c.1 c.2).2
      right_inv := fun a => Subtype.ext (planeWave_of_angular D T Y hD hT a.1 a.2).2 }
  exact e.finrank_eq

omit [Fintype m] [DecidableEq m] in
/-- Away from the free-electron energies, the matrix `Y D⁻¹ Y*` is a sum over plane waves with
energy denominators `q g - E`. -/
theorem structure_constants_apply (q : n → ℝ) (E : ℂ) (hE : ∀ g, (q g : ℂ) ≠ E)
    (Y : Matrix m n ℂ) (L L' : m) :
    (Y * (freeElectron q E)⁻¹ * Yᴴ) L L' =
      ∑ g, Y L g * star (Y L' g) / ((q g : ℂ) - E) := by
  have hinv : (freeElectron q E)⁻¹ = Matrix.diagonal fun g => ((q g : ℂ) - E)⁻¹ := by
    apply Matrix.inv_eq_right_inv
    rw [freeElectron, Matrix.diagonal_mul_diagonal, ← Matrix.diagonal_one]
    congr 1
    funext g
    exact mul_inv_cancel₀ (sub_ne_zero.mpr (hE g))
  rw [hinv, Matrix.mul_apply]
  refine Finset.sum_congr rfl fun g _ => ?_
  rw [Matrix.mul_diagonal, Matrix.conjTranspose_apply, div_eq_mul_inv]
  ring

/-- **Equivalence of the two KKR secular equations.** At an energy different from all free-electron
energies, and for invertible `T`, the plane-wave determinant vanishes exactly when the
angular-momentum one does. -/
theorem secular_iff (q : n → ℝ) (E : ℂ) (hE : ∀ g, (q g : ℂ) ≠ E)
    (T : Matrix m m ℂ) (hT : T.det ≠ 0) (Y : Matrix m n ℂ) :
    (planeWaveKKR (freeElectron q E) T Y).det = 0 ↔
      (angularKKR (freeElectron q E) T Y).det = 0 := by
  have hD : (freeElectron q E).det ≠ 0 := by
    rw [freeElectron, Matrix.det_diagonal]
    exact Finset.prod_ne_zero_iff.mpr fun g _ => sub_ne_zero.mpr (hE g)
  rw [det_planeWaveKKR _ T Y hD hT]
  exact mul_eq_zero_iff_left (mul_ne_zero hD hT)

omit [DecidableEq m] in
/-- At the free-electron energy of a plane wave that couples to no scattering channel, the
plane-wave determinant vanishes for every `T`. -/
theorem det_eq_zero_at_uncoupled_pole (q : n → ℝ) (g : n) (T : Matrix m m ℂ)
    (Y : Matrix m n ℂ) (hY : ∀ L, Y L g = 0) :
    (planeWaveKKR (freeElectron q (q g : ℂ)) T Y).det = 0 := by
  -- the column of the uncoupled plane wave is zero
  apply Matrix.det_eq_zero_of_column_eq_zero g
  intro i
  have h1 : (Yᴴ * T * Y) i g = 0 := by
    rw [Matrix.mul_apply]
    exact Finset.sum_eq_zero fun L _ => by rw [hY L, mul_zero]
  rw [planeWaveKKR, Matrix.sub_apply, h1, sub_zero, freeElectron]
  by_cases h : i = g
  · subst h
    rw [Matrix.diagonal_apply_eq, sub_self]
  · exact Matrix.diagonal_apply_ne _ h

end

end KKRSecularEquation
```

```lean
#print axioms KKRSecularEquation.degeneracy_eq
-- 'KKRSecularEquation.degeneracy_eq' depends on axioms: [propext, Classical.choice, Quot.sound]
#print axioms KKRSecularEquation.structure_constants_apply
-- 'KKRSecularEquation.structure_constants_apply' depends on axioms: [propext, Classical.choice, Quot.sound]
#print axioms KKRSecularEquation.secular_iff
-- 'KKRSecularEquation.secular_iff' depends on axioms: [propext, Classical.choice, Quot.sound]
#print axioms KKRSecularEquation.det_eq_zero_at_uncoupled_pole
-- 'KKRSecularEquation.det_eq_zero_at_uncoupled_pole' depends on axioms: [propext, Classical.choice, Quot.sound]
```

## How the proof follows the algebra

In `det_planeWaveKKR`, `h1` is the factorisation \(P=D(1-UW)\) and `h2` is \(TA=1-WU\). Mathlib's `Matrix.det_one_sub_mul_comm` supplies the exchange rule obtained above from block matrices.

`angular_of_planeWave` replaces the substitutions by two matrix identities, \(A\,TY=YD^{-1}P\) and \(UW=1-D^{-1}P\). Applied to a vector with \(Pc=0\), the first gives the angular-momentum equation and the second recovers \(c\). `planeWave_of_angular` does the same in reverse, with \(PU=Y^\dagger TA\) and \(WU=1-TA\). `degeneracy_eq` assembles the two lemmas into a linear equivalence `e` between the kernels and reads off equal dimensions.

`structure_constants_apply` first identifies the inverse of the diagonal matrix, using `hE` to cancel each \(q_g-E\), and then expands the matrix product into the sum over waves. `secular_iff` shows that \(\det D\) is a product of nonzero factors and cancels \(\det D\,\det T\) from the determinant identity.

`det_eq_zero_at_uncoupled_pole` needs neither inverse. It shows that column `g` is zero, treating the diagonal entry and the off-diagonal entries separately.
